# Flux ±4πn of the normalised multi-Weyl field through a sphere around its node

Q: You take the flux through a sphere in momentum space to be an iterated integral over a rectangle of angles, $0\le\theta\le\pi$ and $0\le\varphi\le 2\pi$. But the charge of a Weyl node is read from the flux through a closed surface, and these coordinates degenerate at the poles. Why should I accept the rectangle?

A: Because it covers the sphere once, apart from repeated points of zero area. Let $d(\theta,\varphi)$ be a nowhere vanishing vector field on the sphere and $m=d/|d|$ its direction. Then
$$m\cdot(\partial_\theta m\times\partial_\varphi m)\,d\theta\,d\varphi$$
is the signed solid angle that $m$ sweeps out. The Jacobian is already inside, so no extra $\sin\theta$ is needed. If $m$ is the outward radial direction, the density is $\sin\theta$ and the total is $4\pi$, which fixes the orientation.

```lean
import Mathlib

open Matrix Real

namespace MultiWeyl

noncomputable section
```

Q: And the code integrates exactly that?

A: Yes. A vector is a function `Fin 3 → ℝ`, with components numbered 0, 1, 2. Mathlib's norm on this type is the largest absolute value of a component, so `unitVec` divides by the Euclidean length $\sqrt{d\cdot d}$ instead.

```lean
/-- The Euclidean unit vector along `d`, for `d ≠ 0`. -/
def unitVec (d : Fin 3 → ℝ) : Fin 3 → ℝ := (√(d ⬝ᵥ d))⁻¹ • d
```

The density uses the cross product and actual partial derivatives, each taken with the other angle held fixed.

```lean
/-- The density `m · (∂θ m × ∂φ m)` of a vector field `m` on the sphere. -/
def density (m : ℝ → ℝ → Fin 3 → ℝ) (θ φ : ℝ) : ℝ :=
  m θ φ ⬝ᵥ crossProduct (deriv (fun t => m t φ) θ) (deriv (fun p => m θ p) φ)
```

The flux integrates over $\theta$ first and then over $\varphi$.

```lean
/-- The integral of the density over `θ` in `[0, π]` and `φ` in `[0, 2π]`. -/
def flux (m : ℝ → ℝ → Fin 3 → ℝ) : ℝ :=
  ∫ φ in (0 : ℝ)..(2 * π), ∫ θ in (0 : ℝ)..π, density m θ φ
```

Q: Where is the physics? I see no Hamiltonian.

A: It enters through $d$. A two-band Hamiltonian $H(k)=d(k)\cdot\sigma$, with $\sigma$ the Pauli matrices, has energies $\pm|d(k)|$, and its eigenstates depend only on $m$. The Berry curvature of either band is half the density above, up to a sign that depends on the band and on convention. The flux divided by $4\pi$ is therefore the Chern number on the sphere, up to that sign. The code starts from $d$ and treats the flux itself, so this translation is ordinary physics added by the reader.

Two families of fields are needed. The first is axial: a transverse part of signed amplitude $\rho(\theta)$ turns $n$ times as $\varphi$ goes round once, and the component along the axis is $z(\theta)$.

```lean
/-- An axial field: its transverse part has amplitude `ρ θ` and angle `n φ`, and its
component along the axis is `z θ`. -/
def axial (n : ℕ) (ρ z : ℝ → ℝ) (θ φ : ℝ) : Fin 3 → ℝ :=
  ![ρ θ * cos (n * φ), ρ θ * sin (n * φ), z θ]
```

The second is the multi-Weyl field,
$$d(k)=\big(\alpha\,\mathrm{Re}(k_x+ik_y)^n,\ \alpha\,\mathrm{Im}(k_x+ik_y)^n,\ v k_z\big),$$
where `k 0`, `k 1`, `k 2` are $k_x,k_y,k_z$. The constant $\alpha$ sets the strength of the transverse dispersion, and $v$ is the velocity along the axis.

```lean
/-- The multi-Weyl field `d(k)`: the transverse part is `α (kx + i ky)^n`, the
component along the axis is `v kz`. -/
def weylField (α v : ℝ) (n : ℕ) (k : Fin 3 → ℝ) : Fin 3 → ℝ :=
  ![α * ((⟨k 0, k 1⟩ : ℂ) ^ n).re, α * ((⟨k 0, k 1⟩ : ℂ) ^ n).im, v * k 2]
```

The sphere of radius $R$ is given by the usual spherical coordinates.

```lean
/-- The momentum with spherical coordinates `R`, `θ`, `φ`. -/
def spherePoint (R θ φ : ℝ) : Fin 3 → ℝ :=
  ![R * sin θ * cos φ, R * sin θ * sin φ, R * cos θ]
```

Q: A sphere could enclose several nodes. How do I know that you are measuring one?

A: For $n\ge1$ and nonzero $\alpha$ and $v$, the field vanishes only at $k=0$. If $d(k)=0$, dividing by $\alpha$ and $v$ gives $(k_x+ik_y)^n=0$ and $k_z=0$, and a complex number whose power vanishes is itself zero. The Lean proof reads off the three components and does the same. The converse needs $n\ne0$, since for $n=0$ the transverse part is the constant $\alpha$.

```lean
/-- For `n ≠ 0` and nonzero `α` and `v`, the multi-Weyl field vanishes at `k = 0` and
nowhere else. -/
theorem weylField_eq_zero_iff {α v : ℝ} {n : ℕ} (hα : α ≠ 0) (hv : v ≠ 0) (hn : n ≠ 0)
    (k : Fin 3 → ℝ) : weylField α v n k = 0 ↔ k = 0 := by
  constructor
  · intro h
    have h0 := congrFun h 0
    have h1 := congrFun h 1
    have h2 := congrFun h 2
    simp [weylField, hα, hv] at h0 h1 h2
    have hz : (⟨k 0, k 1⟩ : ℂ) ^ n = 0 := Complex.ext h0 h1
    have hk := (pow_eq_zero_iff hn).mp hz
    have hx : k 0 = 0 := congrArg Complex.re hk
    have hy : k 1 = 0 := congrArg Complex.im hk
    ext i
    fin_cases i
    · exact hx
    · exact hy
    · exact h2
  · rintro rfl
    have h0 : (⟨0, 0⟩ : ℂ) = 0 := rfl
    ext i
    fin_cases i <;> simp [weylField, h0, hn]
```

The two conditions have a physical meaning. For $n\ge1$, setting $v=0$ closes the gap along the whole $k_z$ axis, and setting $\alpha=0$ closes it on the plane $k_z=0$. In either case the gap closes somewhere on every sphere around the origin.

Q: Show me the density by hand, then.

A: Take a unit axial field $m=(P\cos n\varphi,\,P\sin n\varphi,\,Z)$, where $P$ and $Z$ depend on $\theta$ and $P^2+Z^2=1$. With primes for $\theta$-derivatives,
$$\partial_\theta m=(P'\cos n\varphi,\,P'\sin n\varphi,\,Z'),\qquad \partial_\varphi m=nP(-\sin n\varphi,\,\cos n\varphi,\,0).$$
The cross product is
$$\partial_\theta m\times\partial_\varphi m=nP(-Z'\cos n\varphi,\,-Z'\sin n\varphi,\,P'),$$
and its product with $m$ is $n(ZPP'-P^2Z')$. Differentiating the constraint gives $PP'=-ZZ'$, hence
$$m\cdot(\partial_\theta m\times\partial_\varphi m)=-n(Z^2+P^2)Z'=-nZ'.$$
Nothing was divided by $P$, so the formula also holds at the poles.

Q: Lean's `deriv` returns zero where no derivative exists. Could that spoil the density?

A: It doesn't here, because the proof first establishes both partial derivatives, as `h1` and `h2`, and only then evaluates `deriv`. The differentiated constraint is `h3`. The final `linear_combination` combines it with $\sin^2+\cos^2=1$ and the unit-length condition, just as above.

```lean
/-- For an axial field of unit length, differentiable in `θ`, the density is `-n` times
the `θ`-derivative of the component along the axis. -/
theorem density_axial (n : ℕ) {P Z : ℝ → ℝ} {P' Z' θ : ℝ} (φ : ℝ)
    (hP : HasDerivAt P P' θ) (hZ : HasDerivAt Z Z' θ) (hu : ∀ t, P t ^ 2 + Z t ^ 2 = 1) :
    density (axial n P Z) θ φ = -(n * Z') := by
  have h1 : HasDerivAt (fun t => axial n P Z t φ)
      ![P' * cos (n * φ), P' * sin (n * φ), Z'] θ := by
    rw [hasDerivAt_pi]
    intro i
    fin_cases i
    · exact hP.mul_const _
    · exact hP.mul_const _
    · exact hZ
  have hl : HasDerivAt (fun p : ℝ => (n : ℝ) * p) n φ := by
    simpa using (hasDerivAt_id' φ).const_mul (n : ℝ)
  have h2 : HasDerivAt (fun p => axial n P Z θ p)
      ![P θ * (-sin (n * φ) * n), P θ * (cos (n * φ) * n), 0] φ := by
    rw [hasDerivAt_pi]
    intro i
    fin_cases i
    · exact hl.cos.const_mul (P θ)
    · exact hl.sin.const_mul (P θ)
    · exact hasDerivAt_const φ (Z θ)
  -- differentiate the constraint of unit length
  have h : HasDerivAt (fun t => P t * P t + Z t * Z t)
      (P' * P θ + P θ * P' + (Z' * Z θ + Z θ * Z')) θ := (hP.mul hP).add (hZ.mul hZ)
  have hc : (fun t => P t * P t + Z t * Z t) = fun _ => (1 : ℝ) := by
    funext t
    linear_combination hu t
  rw [hc] at h
  have h3 := h.unique (hasDerivAt_const θ (1 : ℝ))
  unfold density
  rw [h1.deriv, h2.deriv, cross_apply]
  simp only [axial, dotProduct, Fin.sum_univ_three, Matrix.cons_val]
  linear_combination n * (Z θ * P θ * P' - P θ ^ 2 * Z') * sin_sq_add_cos_sq (n * φ)
    + n * Z θ / 2 * h3 - n * Z' * hu θ
```

Q: So the flux is an integral of a total derivative?

A: Yes, and only the poles survive:
$$\int_0^{2\pi}\!\!\int_0^{\pi}(-nZ')\,d\theta\,d\varphi=2\pi n\,\big(Z(0)-Z(\pi)\big).$$
In Lean, `intervalIntegral.integral_deriv_eq_sub` is the fundamental theorem of calculus. It needs $Z'$ to be integrable, which follows from the assumption that $Z$ is continuously differentiable. The outer integral is that of a constant.

```lean
/-- The flux of a smooth axial field of unit length is `2πn` times the difference of its
axis components at the two poles. -/
theorem flux_axial (n : ℕ) {P Z : ℝ → ℝ} (hP : Differentiable ℝ P) (hZ : ContDiff ℝ 1 Z)
    (hu : ∀ t, P t ^ 2 + Z t ^ 2 = 1) :
    flux (axial n P Z) = 2 * π * n * (Z 0 - Z π) := by
  have hZd : Differentiable ℝ Z := hZ.differentiable (by norm_num)
  have h : ∀ φ, ∫ θ in (0 : ℝ)..π, density (axial n P Z) θ φ = n * (Z 0 - Z π) := by
    intro φ
    have hd : ∀ θ, density (axial n P Z) θ φ = -(n * deriv Z θ) := fun θ =>
      density_axial n φ (hP θ).hasDerivAt (hZd θ).hasDerivAt hu
    simp only [hd]
    rw [intervalIntegral.integral_neg, intervalIntegral.integral_const_mul,
      intervalIntegral.integral_deriv_eq_sub (fun x _ => hZd x)
        ((hZ.continuous_deriv le_rfl).intervalIntegrable _ _)]
    ring
  unfold flux
  simp only [h, intervalIntegral.integral_const, smul_eq_mul]
  ring
```

Q: The multi-Weyl field isn't of unit length, though.

A: Normalising keeps an axial field axial. Its squared length is $\rho^2+z^2$, independent of $\varphi$. With $r=\sqrt{\rho^2+z^2}$, the direction has $P=\rho/r$ and $Z=z/r$, so the flux is
$$2\pi n\left(\frac{z(0)}{r(0)}-\frac{z(\pi)}{r(\pi)}\right).$$
The hypothesis that $\rho^2+z^2$ is positive everywhere says that the gap stays open. It also makes $r$ continuously differentiable, because the square root is smooth away from zero. In the proof, `hu` checks the unit length, and `e` identifies the normalised field with the axial field built from $P$ and $Z$.

```lean
/-- The flux of the normalised field of a smooth, nowhere vanishing axial field is fixed by
the winding `n` and the directions at the two poles. -/
theorem flux_unitVec_axial (n : ℕ) {ρ z : ℝ → ℝ} (hρ : ContDiff ℝ 1 ρ)
    (hz : ContDiff ℝ 1 z) (h : ∀ t, 0 < ρ t ^ 2 + z t ^ 2) :
    flux (fun θ φ => unitVec (axial n ρ z θ φ)) =
      2 * π * n * (z 0 / √(ρ 0 ^ 2 + z 0 ^ 2) - z π / √(ρ π ^ 2 + z π ^ 2)) := by
  obtain ⟨r, hr⟩ : ∃ r : ℝ → ℝ, ∀ t, r t = √(ρ t ^ 2 + z t ^ 2) := ⟨_, fun _ => rfl⟩
  have hr0 : ∀ t, r t ≠ 0 := fun t => by
    rw [hr]
    exact (Real.sqrt_pos.mpr (h t)).ne'
  have hrs : ContDiff ℝ 1 r := by
    rw [funext hr]
    exact ((hρ.pow 2).add (hz.pow 2)).sqrt (fun t => (h t).ne')
  have hP : ContDiff ℝ 1 (fun t => ρ t / r t) := hρ.div hrs hr0
  have hZ : ContDiff ℝ 1 (fun t => z t / r t) := hz.div hrs hr0
  have hu : ∀ t, (ρ t / r t) ^ 2 + (z t / r t) ^ 2 = 1 := fun t => by
    rw [div_pow, div_pow, ← add_div, hr, Real.sq_sqrt (h t).le, div_self (h t).ne']
  -- normalisation keeps the field axial
  have e : (fun θ φ => unitVec (axial n ρ z θ φ)) =
      axial n (fun t => ρ t / r t) (fun t => z t / r t) := by
    funext θ φ
    have hd : axial n ρ z θ φ ⬝ᵥ axial n ρ z θ φ = ρ θ ^ 2 + z θ ^ 2 := by
      simp only [axial, dotProduct, Fin.sum_univ_three, Matrix.cons_val]
      linear_combination ρ θ ^ 2 * sin_sq_add_cos_sq (n * φ)
    rw [unitVec, hd, ← hr]
    ext i
    fin_cases i <;> simp [axial] <;> ring
  rw [e, flux_axial n (hP.differentiable (by norm_num)) hZ hu]
  simp only [hr]
```

Q: And the multi-Weyl field is axial on the sphere?

A: By de Moivre's formula. On the sphere $k_x+ik_y=R\sin\theta\,(\cos\varphi+i\sin\varphi)$, so
$$(k_x+ik_y)^n=(R\sin\theta)^n(\cos n\varphi+i\sin n\varphi).$$
Thus $\rho=\alpha(R\sin\theta)^n$ and $z=vR\cos\theta$. Most of the Lean proof passes between a complex number written as a pair of real numbers and its polar form; the formula itself is `Complex.cos_add_sin_mul_I_pow`.

```lean
/-- On a sphere around the origin the multi-Weyl field is axial with winding `n`. -/
theorem weylField_sphere (α v R : ℝ) (n : ℕ) (θ φ : ℝ) :
    weylField α v n (spherePoint R θ φ) =
      axial n (fun t => α * (R * sin t) ^ n) (fun t => v * (R * cos t)) θ φ := by
  have e : ∀ r x : ℝ, (⟨r * cos x, r * sin x⟩ : ℂ) =
      (r : ℂ) * (Complex.cos x + Complex.sin x * Complex.I) := by
    intro r x
    rw [← Complex.ofReal_cos, ← Complex.ofReal_sin]
    apply Complex.ext <;> simp
    · exact Or.inl (by rw [← Complex.ofReal_cos, Complex.ofReal_re])
    · exact Or.inl (by rw [← Complex.ofReal_sin, Complex.ofReal_re])
  -- de Moivre's formula
  have h : (⟨R * sin θ * cos φ, R * sin θ * sin φ⟩ : ℂ) ^ n =
      ⟨(R * sin θ) ^ n * cos (n * φ), (R * sin θ) ^ n * sin (n * φ)⟩ := by
    rw [e (R * sin θ) φ, e ((R * sin θ) ^ n) (n * φ), Complex.ofReal_pow,
      mul_pow ((R * sin θ : ℝ) : ℂ), Complex.cos_add_sin_mul_I_pow n (φ : ℂ)]
    simp only [Complex.ofReal_mul, Complex.ofReal_natCast]
  simp only [weylField, spherePoint, axial, Matrix.cons_val]
  rw [h]
  simp only [mul_assoc]
```

Q: Then what does the main theorem say, in words?

A: For $\alpha\neq0$ and any radius $R>0$, the flux is $4\pi n$ if $v>0$ and $-4\pi n$ if $v<0$. The sizes of $\alpha$, $v$ and $R$ can change how the density is distributed over the sphere ($R$ does so only for $n\ge2$), but not its total. The sign of $\alpha$ has no effect either, since reversing it only rotates the transverse part by half a turn.

The proof first checks, in `hpos`, that the field has no zero on the sphere. Where $\sin\theta\ne0$ the transverse part is nonzero, and where $\sin\theta=0$ the axis component is nonzero. For $n\ge1$ the transverse part vanishes at the poles, so
$$Z(0)=\frac{vR}{|v|R}=\frac{v}{|v|},\qquad Z(\pi)=-\frac{v}{|v|},$$
and the flux is $4\pi n\,v/|v|$. For $n=0$ the transverse part survives at the poles, but the prefactor $n$ makes the flux zero, so Lean treats that case separately.

```lean
/-- Multi-Weyl charge: for `α ≠ 0`, the flux of the normalised multi-Weyl field through a
sphere of any radius `R > 0` is `4πn` if `v > 0` and `-4πn` if `v < 0`. -/
theorem multiWeyl_charge {α v R : ℝ} (n : ℕ) (hα : α ≠ 0) (hR : 0 < R) :
    (0 < v → flux (fun θ φ => unitVec (weylField α v n (spherePoint R θ φ))) = 4 * π * n) ∧
    (v < 0 →
      flux (fun θ φ => unitVec (weylField α v n (spherePoint R θ φ))) = -(4 * π * n)) := by
  have key (hv : v ≠ 0) : flux (fun θ φ => unitVec (weylField α v n (spherePoint R θ φ))) =
      4 * π * n * (v / |v|) := by
    -- the field has no zero on the sphere
    have hpos : ∀ t, 0 < (α * (R * sin t) ^ n) ^ 2 + (v * (R * cos t)) ^ 2 := by
      intro t
      rcases eq_or_ne (sin t) 0 with hs | hs
      · have hc : cos t ≠ 0 := by
          intro hc
          have := sin_sq_add_cos_sq t
          simp [hs, hc] at this
        positivity
      · positivity
    simp only [weylField_sphere]
    rw [flux_unitVec_axial n (contDiff_const.mul ((contDiff_const.mul Real.contDiff_sin).pow n))
      (contDiff_const.mul (contDiff_const.mul Real.contDiff_cos)) hpos]
    rcases eq_or_ne n 0 with rfl | hn
    · simp
    · have hvR : √((v * R) ^ 2) = |v| * R := by
        rw [Real.sqrt_sq_eq_abs, abs_mul, abs_of_pos hR]
      simp only [sin_zero, sin_pi, cos_zero, cos_pi, mul_zero, zero_pow hn, mul_one, mul_neg,
        neg_sq, zero_pow two_ne_zero, zero_add, hvR]
      rw [neg_div, mul_div_mul_right _ _ hR.ne']
      ring
  constructor
  · intro hv
    rw [key hv.ne', abs_of_pos hv, div_self hv.ne', mul_one]
  · intro hv
    rw [key hv.ne, abs_of_neg hv, div_neg, div_self hv.ne]
    ring
```

Q: I usually see this with $\sin^n\theta$ and no constants.

A: That is the case $\alpha=v=R=1$. The vector $(\sin^n\theta\cos n\varphi,\ \sin^n\theta\sin n\varphi,\ \cos\theta)$ has squared length $\sin^{2n}\theta+\cos^2\theta$, which is identically 1 only for $n=1$. The theorem therefore applies `unitVec` before taking the flux, and the result is $4\pi n$.

```lean
/-- The field `(sinⁿθ cos nφ, sinⁿθ sin nφ, cos θ)`, normalised to unit length, has flux
`4πn`. -/
theorem multiWeyl_charge_unit (n : ℕ) :
    flux (fun θ φ => unitVec ![sin θ ^ n * cos (n * φ), sin θ ^ n * sin (n * φ), cos θ]) =
      4 * π * n := by
  have h := (multiWeyl_charge (α := 1) (v := 1) (R := 1) n one_ne_zero one_pos).1 one_pos
  simpa only [weylField_sphere, axial, one_mul] using h

end

end MultiWeyl
```

```lean
#print axioms MultiWeyl.weylField_eq_zero_iff
-- 'MultiWeyl.weylField_eq_zero_iff' depends on axioms: [propext, Classical.choice, Quot.sound]
#print axioms MultiWeyl.multiWeyl_charge
-- 'MultiWeyl.multiWeyl_charge' depends on axioms: [propext, Classical.choice, Quot.sound]
#print axioms MultiWeyl.multiWeyl_charge_unit
-- 'MultiWeyl.multiWeyl_charge_unit' depends on axioms: [propext, Classical.choice, Quot.sound]
```

Q: Does the argument depend on the dispersion along the axis being linear?

A: No, only the directions at the poles matter. Replace $vk_z$ by $vk_z^p$ with an integer $p\ge1$, keeping $\alpha,v\ne0$ and taking $n\ge1$. The field still has no zero on the sphere, and $z=v(R\cos\theta)^p$. For odd $p$ the two poles point in opposite directions, and the flux is again $4\pi n\,v/|v|$. For even $p$ they point the same way, and the flux is zero. This variant isn't stated in the code, but it follows by putting the new $z$ into `flux_unitVec_axial`.

Q: What should I not read into the result?

A: It concerns spheres centred on the node and a field given exactly by the formula. Deformed surfaces, lattice corrections to the dispersion and further bands are not treated. Within this non-interacting two-band continuum model, half of this flux, $\pm2\pi n$, is the exact value against which a numerical Berry-flux calculation around a double or triple Weyl node can be compared, once the sign conventions have been matched.
